# |G_ab| = |G_ba| for a Hermitian Hamiltonian with contacts only at a and b

A ring-shaped molecule is wired to two leads, one at site a and one at site b, and a magnetic field threads the ring. The field makes the hopping amplitudes complex, so that an electron going round clockwise collects a different phase from one going round anticlockwise. Is it then easier to cross the molecule from a to b than from b to a?

Without the field, H can be chosen real and symmetric. The Green's function is then symmetric too, and the two directions agree. With the field this symmetry is lost, and G_ab and G_ba are in general different complex numbers. Their magnitudes are nevertheless equal. Summed over the contacts with the coupling rates as weights, the squared amplitudes for propagation out of a site and into it agree, and with only two contacts a single term is left on each side once the common one cancels.

## Balancing the two contacts

Let H be a Hermitian matrix on finitely many sites and E a real energy. Site j is coupled to a lead with rate γ_j, an energy: an otherwise isolated site would lose its electron at the rate γ_j/ħ. Let Γ be the diagonal matrix of the γ_j, and let G be the inverse of

M = E − H + (i/2)Γ.

With this sign G is the retarded Green's function, and G_ba is the amplitude for propagation from a to b.

Since H and Γ are Hermitian and E is real, M† = E − H − (i/2)Γ, and therefore

Γ = i(M† − M).

From GM = MG = 1 it follows that G†M† = M†G† = 1. Multiplying Γ by G† and G in the two possible orders gives

G†ΓG = i(G†M†G − G†MG) = i(G − G†),

GΓG† = i(GM†G† − GMG†) = i(G − G†).

The right-hand sides agree. Their diagonal entry at a is i(G_aa − G_aa*) = −2 Im G_aa, so

Σ_j γ_j |G_ja|² = −2 Im G_aa = Σ_j γ_j |G_aj|².

The left sum describes propagation from a to all contacts, the right sum propagation from all contacts to a. If only a and b are coupled, with rates ga and gb, this reads

ga|G_aa|² + gb|G_ba|² = ga|G_aa|² + gb|G_ab|².

The first terms cancel, and for gb ≠ 0 we obtain |G_ba| = |G_ab|. If gb = 0 but ga ≠ 0, the same balance at site b gives the result. If both rates vanish, then G = G†, and the magnitudes agree again.

For non-interacting electrons in this model the transmission probability at energy E is ga gb|G_ba|², so it is the same in both directions. Reversing the field replaces H by its transpose, and hence G by its transpose, so the transmission of such a two-contact ring is also an even function of the flux.

## The open system in Lean

```lean
import Mathlib

open Matrix

namespace TwoTerminalReciprocity

noncomputable section

variable {n : Type*} [Fintype n] [DecidableEq n]
```

The sites form an arbitrary finite type `n`. The rates are a real function on the sites, and `contactMatrix` is Γ.

```lean
/-- The diagonal matrix of the rates `γ j` at which the sites are coupled to leads. -/
def contactMatrix (γ : n → ℝ) : Matrix n n ℂ :=
  Matrix.diagonal fun j => (γ j : ℂ)
```

`invGreen` is the matrix M. Each lead enters only through a self-energy −iγ_j/2, added to H on a single site. A real level shift caused by a lead can be absorbed into H at the fixed energy E, but a lead attached coherently to several sites is not covered.

```lean
/-- The matrix `E - H + (i/2) Γ`, whose inverse is the Green's function of the open system. -/
def invGreen (H : Matrix n n ℂ) (E : ℝ) (γ : n → ℝ) : Matrix n n ℂ :=
  (E : ℂ) • (1 : Matrix n n ℂ) - H + (Complex.I / 2) • contactMatrix γ
```

The two-lead geometry is a special choice of rates. If a and b coincide, the two rates add on that site.

```lean
/-- Contact rates for two leads: `ga` at site `a` and `gb` at site `b`. -/
def twoContacts (a b : n) (ga gb : ℝ) : n → ℝ :=
  fun j => (if j = a then ga else 0) + (if j = b then gb else 0)
```

A sum weighted by these rates therefore has just two terms.

```lean
/-- With two leads, a sum weighted by the contact rates has only the two contact terms. -/
theorem sum_twoContacts (a b : n) (ga gb : ℝ) (f : n → ℝ) :
    ∑ j, twoContacts a b ga gb j * f j = ga * f a + gb * f b := by
  simp [twoContacts, add_mul, Finset.sum_add_distrib, ite_mul]
```

## From the contact matrix to the sum rule

The next theorem is Γ = i(M† − M). Its proof computes the adjoint of M term by term, using that H and Γ are Hermitian and E is real; `module` then collects the multiples of Γ.

```lean
omit [Fintype n] in
/-- For a Hermitian Hamiltonian, the contact matrix is recovered from `M = E - H + (i/2) Γ` as
`Γ = i (M† - M)`. -/
theorem contactMatrix_eq {H : Matrix n n ℂ} (hH : H.IsHermitian) (E : ℝ) (γ : n → ℝ) :
    contactMatrix γ = Complex.I • ((invGreen H E γ)ᴴ - invGreen H E γ) := by
  have hΓ : (contactMatrix γ)ᴴ = contactMatrix γ := by
    rw [contactMatrix, Matrix.diagonal_conjTranspose]
    congr 1
    ext j
    simp
  have hE : star (E : ℂ) = (E : ℂ) := Complex.conj_ofReal E
  have hI : star (Complex.I / 2) = -(Complex.I / 2) := by simp [neg_div]
  have hd : (invGreen H E γ)ᴴ - invGreen H E γ = (-Complex.I) • contactMatrix γ := by
    rw [invGreen, conjTranspose_add, conjTranspose_sub, conjTranspose_smul,
      conjTranspose_smul, conjTranspose_one, hH.eq, hΓ, hE, hI]
    module
  rw [hd, smul_smul]
  simp
```

The Green's function appears as a matrix `G` with the hypothesis that `G` times M is the identity. For square matrices a left inverse is also a right inverse, which is what `mul_eq_one_comm` supplies. The proof collects the four products of G, M and their adjoints, and each half of the statement is then one of the two multiplications above.

```lean
/-- For a Hermitian Hamiltonian, the Green's function obeys
`G† Γ G = i (G - G†)` and `G Γ G† = i (G - G†)`. -/
theorem spectral_identities {H G : Matrix n n ℂ} (hH : H.IsHermitian) {E : ℝ} {γ : n → ℝ}
    (hG : G * invGreen H E γ = 1) :
    Gᴴ * contactMatrix γ * G = Complex.I • (G - Gᴴ) ∧
      G * contactMatrix γ * Gᴴ = Complex.I • (G - Gᴴ) := by
  have hG' : invGreen H E γ * G = 1 := mul_eq_one_comm.mp hG
  have h1 : Gᴴ * (invGreen H E γ)ᴴ = 1 := by
    rw [← conjTranspose_mul, hG', conjTranspose_one]
  have h2 : (invGreen H E γ)ᴴ * Gᴴ = 1 := mul_eq_one_comm.mp h1
  rw [contactMatrix_eq hH E γ]
  constructor
  · rw [Matrix.mul_smul, Matrix.smul_mul, Matrix.mul_sub, Matrix.sub_mul, h1,
      Matrix.one_mul, Matrix.mul_assoc, hG', Matrix.mul_one]
  · rw [Matrix.mul_smul, Matrix.smul_mul, Matrix.mul_sub, Matrix.sub_mul, hG,
      Matrix.one_mul, Matrix.mul_assoc, h2, Matrix.mul_one]
```

The sum rule is the diagonal of these identities. Both sides are compared through their real parts: `hr` identifies the right-hand side as −2 Im G_aa, and each term of the matrix product is expanded into γ_j times a squared modulus.

```lean
/-- For a Hermitian Hamiltonian, the rate-weighted sums of `|G_ja|²` (from `a` to the contacts)
and of `|G_aj|²` (from the contacts to `a`) both equal `-2 Im G_aa`. -/
theorem optical_theorem {H G : Matrix n n ℂ} (hH : H.IsHermitian) {E : ℝ} {γ : n → ℝ}
    (hG : G * invGreen H E γ = 1) (a : n) :
    ∑ j, γ j * ‖G j a‖ ^ 2 = -2 * (G a a).im ∧
      ∑ j, γ j * ‖G a j‖ ^ 2 = -2 * (G a a).im := by
  obtain ⟨h1, h2⟩ := spectral_identities hH hG
  have hr : -2 * (G a a).im = ((Complex.I • (G - Gᴴ)) a a).re := by
    simp only [Matrix.smul_apply, Matrix.sub_apply, conjTranspose_apply, smul_eq_mul,
      Complex.mul_re, Complex.I_re, Complex.I_im, Complex.sub_re, Complex.sub_im,
      Complex.star_def, Complex.conj_re, Complex.conj_im]
    ring
  constructor
  · rw [hr, ← h1, Matrix.mul_apply, Complex.re_sum]
    refine Finset.sum_congr rfl fun j _ => ?_
    rw [contactMatrix, Matrix.mul_diagonal, conjTranspose_apply, Complex.sq_norm,
      Complex.normSq_apply]
    simp only [Complex.mul_re, Complex.mul_im, Complex.star_def, Complex.conj_re,
      Complex.conj_im, Complex.ofReal_re, Complex.ofReal_im]
    ring
  · rw [hr, ← h2, Matrix.mul_apply, Complex.re_sum]
    refine Finset.sum_congr rfl fun j _ => ?_
    rw [contactMatrix, Matrix.mul_diagonal, conjTranspose_apply, Complex.sq_norm,
      Complex.normSq_apply]
    simp only [Complex.mul_re, Complex.mul_im, Complex.star_def, Complex.conj_re,
      Complex.conj_im, Complex.ofReal_re, Complex.ofReal_im]
    ring
```

## Equal magnitudes in both directions

The main theorem assumes that H is Hermitian, that E and the two rates are real, and that G inverts M. The rates need not be positive, and a and b may even be equal, in which case the statement is trivial.

In the proof, `ha` and `hb` are the balances at the two contacts. The case distinction follows the derivation: `hb` is needed when gb = 0, `ha` otherwise, and `linarith` cancels the common term. When both rates vanish, the identity for G†ΓG reduces to G = G†.

```lean
/-- Two-terminal reciprocity: for any complex Hermitian Hamiltonian with leads at `a` and `b`
only, the Green's function satisfies `|G_ab| = |G_ba|`. -/
theorem two_terminal_reciprocity {H G : Matrix n n ℂ} (hH : H.IsHermitian) {E ga gb : ℝ}
    {a b : n} (hG : G * invGreen H E (twoContacts a b ga gb) = 1) :
    ‖G a b‖ = ‖G b a‖ := by
  -- compare outgoing and incoming sums at each contact
  have ha := (optical_theorem hH hG a).1.trans (optical_theorem hH hG a).2.symm
  have hb := (optical_theorem hH hG b).1.trans (optical_theorem hH hG b).2.symm
  simp only [sum_twoContacts] at ha hb
  by_cases hgb : gb = 0
  · by_cases hga : ga = 0
    · -- without leads the Green's function is Hermitian
      subst hga hgb
      have h0 : contactMatrix (twoContacts a b 0 0) = 0 := by
        ext i j
        simp [contactMatrix, twoContacts, Matrix.diagonal_apply]
      have h := (spectral_identities hH hG).1
      rw [h0, Matrix.mul_zero, Matrix.zero_mul] at h
      have hs : G = Gᴴ :=
        sub_eq_zero.mp ((smul_eq_zero.mp h.symm).resolve_left Complex.I_ne_zero)
      calc ‖G a b‖ = ‖Gᴴ a b‖ := by rw [← hs]
        _ = ‖G b a‖ := by rw [conjTranspose_apply, norm_star]
    · refine (sq_eq_sq₀ (norm_nonneg _) (norm_nonneg _)).mp (mul_left_cancel₀ hga ?_)
      linarith
  · refine (sq_eq_sq₀ (norm_nonneg _) (norm_nonneg _)).mp (mul_left_cancel₀ hgb ?_)
    linarith
```

The sum rule also gives current conservation. For a wave arriving through the lead at a, the reflection amplitude is 1 − i ga G_aa, and

|1 − i ga G_aa|² = 1 + 2 ga Im G_aa + ga²|G_aa|².

Adding ga gb|G_ba|² and inserting ga times the sum rule at a leaves exactly 1. The reading as probabilities requires rates that are not negative; the algebraic identity does not.

```lean
/-- Current conservation: for a Hermitian Hamiltonian with two leads, the transmission
`ga gb |G_ba|²` and the reflection `|1 - i ga G_aa|²` add up to one. -/
theorem transmission_add_reflection {H G : Matrix n n ℂ} (hH : H.IsHermitian) {E ga gb : ℝ}
    {a b : n} (hG : G * invGreen H E (twoContacts a b ga gb) = 1) :
    ga * gb * ‖G b a‖ ^ 2 + ‖1 - Complex.I * ga * G a a‖ ^ 2 = 1 := by
  have h := (optical_theorem hH hG a).1
  simp only [sum_twoContacts] at h
  have e : ‖1 - Complex.I * ga * G a a‖ ^ 2
      = 1 + 2 * ga * (G a a).im + ga ^ 2 * ‖G a a‖ ^ 2 := by
    rw [Complex.sq_norm, Complex.sq_norm, Complex.normSq_apply, Complex.normSq_apply]
    simp only [Complex.sub_re, Complex.sub_im, Complex.mul_re, Complex.mul_im, Complex.one_re,
      Complex.one_im, Complex.I_re, Complex.I_im, Complex.ofReal_re, Complex.ofReal_im]
    ring
  rw [e]
  linear_combination ga * h
```

## States that the leads cannot reach

M may fail to be invertible. Suppose that v vanishes at both contacts. Then Γv = 0, and M acts on v as E − H does.

```lean
/-- On a vector that vanishes at both contacts, `E - H + (i/2) Γ` acts as `E - H` does. -/
theorem invGreen_mulVec_dark (H : Matrix n n ℂ) (E ga gb : ℝ) {a b : n} {v : n → ℂ}
    (ha : v a = 0) (hb : v b = 0) :
    invGreen H E (twoContacts a b ga gb) *ᵥ v = (E : ℂ) • v - H *ᵥ v := by
  have hΓ : contactMatrix (twoContacts a b ga gb) *ᵥ v = 0 := by
    ext j
    rw [contactMatrix, Matrix.mulVec_diagonal]
    by_cases ja : j = a
    · simp [ja, ha]
    · by_cases jb : j = b
      · simp [jb, hb]
      · simp [twoContacts, ja, jb]
  rw [invGreen, Matrix.add_mulVec, Matrix.sub_mulVec, Matrix.smul_mulVec, Matrix.smul_mulVec,
    Matrix.one_mulVec, hΓ, smul_zero, add_zero]
```

If such a v is a nonzero eigenvector of H at energy E, then Mv = 0 and there is no Green's function at that energy. For positive rates this is the only obstruction. Indeed, if Mv = 0, then

v†Γv = i(v†M†v − v†Mv) = 0,

which means ga|v_a|² + gb|v_b|² = 0. Both terms are non-negative, so v vanishes at a and b, and Mv = 0 turns into Hv = Ev.

The Lean proof runs along the same lines. In the forward direction it applies G to Mv = 0. In the backward direction it assumes that the determinant of M is zero, takes a null vector, and shows by the argument above that this vector would have to vanish.

```lean
/-- For a Hermitian Hamiltonian and positive contact rates, the Green's function at energy `E`
exists exactly when no nonzero eigenvector of `H` at `E` vanishes at both contacts. -/
theorem green_exists_iff {H : Matrix n n ℂ} (hH : H.IsHermitian) (E : ℝ) {ga gb : ℝ}
    (hga : 0 < ga) (hgb : 0 < gb) (a b : n) :
    (∃ G : Matrix n n ℂ, G * invGreen H E (twoContacts a b ga gb) = 1) ↔
      ∀ v : n → ℂ, H *ᵥ v = (E : ℂ) • v → v a = 0 → v b = 0 → v = 0 := by
  constructor
  · rintro ⟨G, hG⟩ v hv ha hb
    have h := invGreen_mulVec_dark H E ga gb ha hb
    rw [hv, sub_self] at h
    calc v = (G * invGreen H E (twoContacts a b ga gb)) *ᵥ v := by rw [hG, Matrix.one_mulVec]
      _ = 0 := by rw [← Matrix.mulVec_mulVec, h, Matrix.mulVec_zero]
  · intro h
    have hdet : (invGreen H E (twoContacts a b ga gb)).det ≠ 0 := by
      intro h0
      obtain ⟨v, hv0, hv⟩ := Matrix.exists_mulVec_eq_zero_iff.mpr h0
      -- the loss into the leads vanishes in a null vector
      have hq : star v ⬝ᵥ (contactMatrix (twoContacts a b ga gb) *ᵥ v) = 0 := by
        rw [contactMatrix_eq hH E, Matrix.smul_mulVec, Matrix.sub_mulVec, hv, sub_zero,
          dotProduct_smul, Matrix.dotProduct_mulVec, ← Matrix.star_mulVec, hv, star_zero,
          zero_dotProduct, smul_zero]
      have hs : ∑ j, twoContacts a b ga gb j * ‖v j‖ ^ 2 = 0 := by
        have hre := congrArg Complex.re hq
        rw [dotProduct, Complex.re_sum, Complex.zero_re] at hre
        refine Eq.trans (Finset.sum_congr rfl fun j _ => ?_) hre
        rw [contactMatrix, Matrix.mulVec_diagonal, Pi.star_apply, Complex.sq_norm,
          Complex.normSq_apply]
        simp only [Complex.mul_re, Complex.mul_im, Complex.star_def, Complex.conj_re,
          Complex.conj_im, Complex.ofReal_re, Complex.ofReal_im]
        ring
      simp only [sum_twoContacts] at hs
      have p1 : 0 ≤ ga * ‖v a‖ ^ 2 := by positivity
      have p2 : 0 ≤ gb * ‖v b‖ ^ 2 := by positivity
      have ea : ga * ‖v a‖ ^ 2 = 0 := by linarith
      have eb : gb * ‖v b‖ ^ 2 = 0 := by linarith
      have ha : v a = 0 := by simpa [hga.ne'] using ea
      have hb : v b = 0 := by simpa [hgb.ne'] using eb
      rw [invGreen_mulVec_dark H E ga gb ha hb] at hv
      exact hv0 (h v (sub_eq_zero.mp hv).symm ha hb)
    exact ⟨_, Matrix.nonsing_inv_mul _ (isUnit_iff_ne_zero.mpr hdet)⟩
```

## A ring with three leads that conducts one way

The cancellation relied on there being a single other contact. With three contacts, the sum rule at site 0 of a three-site ring with equal rates says only that

|G_10|² + |G_20|² = |G_01|² + |G_02|²,

and the individual terms are free to differ. To see that they do, take H_01 = H_12 = H_20 = i, with the complex conjugates in the opposite entries. The product of the hoppings around the ring is −i, which corresponds to a quarter of a flux quantum.

```lean
/-- A three-site ring with imaginary hoppings, threaded by a magnetic flux. -/
def fluxRing : Matrix (Fin 3) (Fin 3) ℂ :=
  !![0, Complex.I, -Complex.I; -Complex.I, 0, Complex.I; Complex.I, -Complex.I, 0]
```

At E = 0, with rate 2 on every site, the inverse of M is −i/2 times the matrix with rows (1, 1, 0), (0, 1, 1) and (1, 0, 1).

```lean
/-- The Green's function of the flux ring at `E = 0` with contact rate 2 at every site. -/
def ringGreen : Matrix (Fin 3) (Fin 3) ℂ :=
  !![-Complex.I / 2, -Complex.I / 2, 0; 0, -Complex.I / 2, -Complex.I / 2;
    -Complex.I / 2, 0, -Complex.I / 2]
```

Here |G_01| = 1/2 while G_10 = 0: from site 0 to site 1, the direct path and the path through site 2 cancel. Multiplied by the two rates, the squared magnitudes give a transmission of 1 from site 1 to site 0 and of 0 in the opposite direction. The sum rule at site 0 still holds, since G_20 also has magnitude 1/2 and G_02 = 0.

The theorem states that the ring is Hermitian, that the given matrix inverts M, and the two values that differ. The proof writes out M and checks the matrices entry by entry.

```lean
/-- Reciprocity fails with three terminals: in the flux ring with a lead at every site,
`|G_01| = 1/2` while `G_10 = 0`. -/
theorem three_terminal_counterexample :
    fluxRing.IsHermitian ∧ ringGreen * invGreen fluxRing 0 (fun _ => 2) = 1 ∧
      ‖ringGreen 0 1‖ = 1 / 2 ∧ ringGreen 1 0 = 0 := by
  have hM : invGreen fluxRing 0 (fun _ => 2) =
      !![Complex.I, -Complex.I, Complex.I; Complex.I, Complex.I, -Complex.I;
        -Complex.I, Complex.I, Complex.I] := by
    ext i j
    fin_cases i <;> fin_cases j <;> simp [invGreen, contactMatrix, fluxRing]
  refine ⟨?_, ?_, ?_, ?_⟩
  · refine Matrix.IsHermitian.ext fun i j => ?_
    fin_cases i <;> fin_cases j <;> simp [fluxRing]
  · rw [hM]
    ext i j
    fin_cases i <;> fin_cases j <;>
      simp [ringGreen, Matrix.mul_apply, Fin.sum_univ_three, Complex.ext_iff] <;> norm_num
  · simp [ringGreen]
  · simp [ringGreen]

end

end TwoTerminalReciprocity
```

```lean
#print axioms TwoTerminalReciprocity.sum_twoContacts
#print axioms TwoTerminalReciprocity.two_terminal_reciprocity
#print axioms TwoTerminalReciprocity.green_exists_iff
#print axioms TwoTerminalReciprocity.three_terminal_counterexample
```

```
'TwoTerminalReciprocity.sum_twoContacts' depends on axioms: [propext, Classical.choice, Quot.sound]
'TwoTerminalReciprocity.two_terminal_reciprocity' depends on axioms: [propext, Classical.choice, Quot.sound]
'TwoTerminalReciprocity.green_exists_iff' depends on axioms: [propext, Classical.choice, Quot.sound]
'TwoTerminalReciprocity.three_terminal_counterexample' depends on axioms: [propext, Classical.choice, Quot.sound]
```
